# For a degenerate pair with the quartic term $x^4+y^4$, the Gaussian average of the diagonal quartic terms depends on the choice of axes

An anharmonic calculation that keeps only the diagonal quartic terms of a degenerate pair of modes can change its answer when nothing physical has changed. The eigensolver may return any orthonormal pair of vectors in the degenerate plane, and a different compiler, library or rounding error can rotate that pair. For the quartic term $x^4+y^4$ the rotation can halve the average of the retained terms over harmonic thermal motion, while the average of the full quartic term stays fixed.

## The two averages

Let $x,y$ be mass-weighted coordinates of the pair in which the quartic part of the potential is $x^4+y^4$, in units where the quartic coefficient is one. The harmonic part is proportional to $x^2+y^2$, which no rotation changes, so it is left out below and "the potential" means the quartic part. Let $u,v$ be the mode coordinates that the code uses, rotated by an angle $t$:

$$x=u\cos t-v\sin t,\qquad y=u\sin t+v\cos t .$$

Take $u$ and $v$ to be independent Gaussian variables with mean zero and the same variance $s$, and write $\langle\cdot\rangle$ for the average over them. Then

$$\langle u^4\text{ and }v^4\text{ terms}\rangle=\frac{3s^2(3+\cos 4t)}{2},\qquad \langle x^4+y^4\rangle=6s^2 .$$

As $t$ varies, the first average takes every value from $3s^2$ to $6s^2$ and no others. For $s\neq0$ it equals the second only when $t$ is an integer multiple of $\pi/2$, that is, when the $u,v$ axes coincide with the $x,y$ axes up to exchange and sign.

## Where a code meets this

The issue arises when a code diagonalises a dynamical matrix, expands the potential along the eigenvectors and discards the couplings between modes. The average of a quartic perturbation over the harmonic ensemble is its first-order contribution to the free energy, so in this two-mode model with a pure $x^4+y^4$ term the truncation can lose up to half of that contribution.

The missing part is the average of the $u^2v^2$ coupling. Keeping that one term within the degenerate pair restores $6s^2$ at every angle, because the two odd couplings average to zero.

## Derivation

Write $C=\cos t$ and $S=\sin t$. Expanding the two fourth powers gives

$$\begin{aligned}
x^4&=C^4u^4-4C^3S\,u^3v+6C^2S^2u^2v^2-4CS^3uv^3+S^4v^4,\\
y^4&=S^4u^4+4CS^3u^3v+6C^2S^2u^2v^2+4C^3S\,uv^3+C^4v^4 .
\end{aligned}$$

The coefficients of the sum follow from the double-angle formulas:

- $u^4$ and $v^4$: $C^4+S^4=1-2C^2S^2=1-\tfrac12\sin^2 2t=\tfrac14(3+\cos4t)$.
- $uv^3$: $4CS(C^2-S^2)=2\sin2t\cos2t=\sin4t$, and $u^3v$ has the opposite sign.
- $u^2v^2$: $12C^2S^2=3\sin^2 2t=\tfrac32(1-\cos4t)$.

Hence

$$x^4+y^4=\frac{3+\cos4t}{4}(u^4+v^4)+\sin4t\,(uv^3-u^3v)+\frac{3(1-\cos4t)}{2}u^2v^2 .$$

The Gaussian moments come from the moment generating function $M(\lambda)=\langle e^{\lambda u}\rangle=e^{s\lambda^2/2}$. Its derivatives are

$$\begin{aligned}
M'&=s\lambda M,\\
M''&=(s+s^2\lambda^2)M,\\
M'''&=(3s^2\lambda+s^3\lambda^3)M,\\
M''''&=(3s^2+3s^3\lambda^2)M+(3s^2\lambda+s^3\lambda^3)s\lambda M .
\end{aligned}$$

At $\lambda=0$ these give $\langle u\rangle=0$, $\langle u^2\rangle=s$ and $\langle u^4\rangle=3s^2$, and the same holds for $v$. By independence $\langle u^2v^2\rangle=s^2$, while $\langle u^3v\rangle=\langle uv^3\rangle=0$.

The diagonal terms therefore average to

$$\frac{3+\cos4t}{4}\,(3s^2+3s^2)=\frac{3s^2(3+\cos4t)}{2}.$$

The coupling adds $\tfrac32s^2(1-\cos4t)$, and the total is

$$\frac{9s^2+3s^2\cos4t}{2}+\frac{3s^2-3s^2\cos4t}{2}=6s^2 .$$

Since $-1\le\cos4t\le1$, the diagonal average lies between $3s^2$ and $6s^2$. It is continuous in $t$, equals $6s^2$ at $t=0$ and $3s^2$ at $t=\pi/4$, and so takes every value in between. For $s\neq0$, equality with $6s^2$ requires $\cos4t=1$, hence $4t=2\pi k$ and $t=k\pi/2$ for an integer $k$.

In the limit $s=0$ both coordinates sit at the origin. Both averages are then zero at every angle and the interval shrinks to the single point $0$. This is why the statement about equality needs $s\neq0$, while the formulas and the range hold without it.

## The Lean file

```lean
import Mathlib

open MeasureTheory ProbabilityTheory
open scoped NNReal

namespace DegeneratePairAnharmonicity

noncomputable section

/-- The quartic potential `x⁴ + y⁴` of a degenerate pair of modes. -/
def quartic (x y : ℝ) : ℝ := x ^ 4 + y ^ 4

/-- The same potential written in mode coordinates `u, v` rotated by the angle `t`. -/
def rotated (t u v : ℝ) : ℝ :=
  quartic (Real.cos t * u - Real.sin t * v) (Real.sin t * u + Real.cos t * v)

/-- The diagonal part of the rotated potential: its value along the `u` axis plus its value
along the `v` axis. -/
def diagonalPart (t u v : ℝ) : ℝ := rotated t u 0 + rotated t 0 v

/-- The average of `f u v` over independent centred Gaussian coordinates of variance `s`. -/
def thermalAverage (s : ℝ≥0) (f : ℝ → ℝ → ℝ) : ℝ :=
  ∫ p : ℝ × ℝ, f p.1 p.2 ∂((gaussianReal 0 s).prod (gaussianReal 0 s))

/-- The rotated potential has equal `u⁴` and `v⁴` coefficients `(3 + cos 4t)/4`, together with
mode-coupling terms that depend on the angle. -/
theorem rotated_expansion (t u v : ℝ) :
    rotated t u v = (3 + Real.cos (4 * t)) / 4 * (u ^ 4 + v ^ 4)
      + Real.sin (4 * t) * (u * v ^ 3 - u ^ 3 * v)
      + 3 * (1 - Real.cos (4 * t)) / 2 * (u ^ 2 * v ^ 2) := by
  have hc : Real.cos (4 * t) = 8 * Real.cos t ^ 4 - 8 * Real.cos t ^ 2 + 1 := by
    rw [show 4 * t = 2 * (2 * t) by ring, Real.cos_two_mul, Real.cos_two_mul]
    ring
  have hs : Real.sin (4 * t) = 4 * Real.sin t * Real.cos t * (2 * Real.cos t ^ 2 - 1) := by
    rw [show 4 * t = 2 * (2 * t) by ring, Real.sin_two_mul, Real.sin_two_mul,
      Real.cos_two_mul]
    ring
  rw [hc, hs]
  unfold rotated quartic
  linear_combination ((Real.sin t ^ 2 + 1 - Real.cos t ^ 2) * (u ^ 4 + v ^ 4)
    + 4 * Real.cos t * Real.sin t * (u ^ 3 * v - u * v ^ 3)
    + 12 * Real.cos t ^ 2 * (u ^ 2 * v ^ 2)) * Real.sin_sq_add_cos_sq t

/-- The diagonal part equals `(3 + cos 4t)/4` times `u⁴ + v⁴`. -/
theorem diagonalPart_eq (t u v : ℝ) :
    diagonalPart t u v = (3 + Real.cos (4 * t)) / 4 * (u ^ 4 + v ^ 4) := by
  unfold diagonalPart
  rw [rotated_expansion, rotated_expansion]
  ring

/-- A centred Gaussian has exponential moments for all parameters near zero. -/
theorem zero_mem_expSet (s : ℝ≥0) :
    (0 : ℝ) ∈ interior (integrableExpSet id (gaussianReal 0 s)) := by
  have h : integrableExpSet id (gaussianReal 0 s) = Set.univ := by
    ext t
    simpa [integrableExpSet] using integrable_exp_mul_gaussianReal (μ := 0) (v := s) t
  rw [h, interior_univ]
  exact Set.mem_univ _

/-- A centred Gaussian coordinate of variance `s` has second moment `s` and fourth moment
`3s²`. -/
theorem gaussian_moments (s : ℝ≥0) :
    ∫ x, x ^ 2 ∂(gaussianReal 0 s) = s ∧ ∫ x, x ^ 4 ∂(gaussianReal 0 s) = 3 * (s : ℝ) ^ 2 := by
  have hm : mgf id (gaussianReal 0 s) = fun t : ℝ => Real.exp (s * t ^ 2 / 2) := by
    funext t
    rw [mgf_gaussianReal (X := id) Measure.map_id t]
    simp
  have h2 (t : ℝ) : HasDerivAt (fun t : ℝ => t ^ 2) (2 * t) t := by
    simpa using hasDerivAt_pow 2 t
  have h3 (t : ℝ) : HasDerivAt (fun t : ℝ => t ^ 3) (3 * t ^ 2) t := by
    simpa using hasDerivAt_pow 3 t
  have hE (t : ℝ) : HasDerivAt (fun t : ℝ => Real.exp (s * t ^ 2 / 2))
      (s * t * Real.exp (s * t ^ 2 / 2)) t :=
    (((h2 t).const_mul (s : ℝ)).div_const 2).exp.congr_deriv (by ring)
  -- successive derivatives of the moment generating function
  have d1 : deriv (fun t : ℝ => Real.exp (s * t ^ 2 / 2))
      = fun t : ℝ => s * t * Real.exp (s * t ^ 2 / 2) := funext fun t => (hE t).deriv
  have d2 : deriv (fun t : ℝ => s * t * Real.exp (s * t ^ 2 / 2))
      = fun t : ℝ => (s + (s : ℝ) ^ 2 * t ^ 2) * Real.exp (s * t ^ 2 / 2) := funext fun t =>
    ((((hasDerivAt_id' t).const_mul (s : ℝ)).fun_mul (hE t)).congr_deriv (by ring)).deriv
  have d3 : deriv (fun t : ℝ => (s + (s : ℝ) ^ 2 * t ^ 2) * Real.exp (s * t ^ 2 / 2))
      = fun t : ℝ => (3 * (s : ℝ) ^ 2 * t + (s : ℝ) ^ 3 * t ^ 3) * Real.exp (s * t ^ 2 / 2) :=
    funext fun t => (((((h2 t).const_mul ((s : ℝ) ^ 2)).const_add (s : ℝ)).fun_mul
      (hE t)).congr_deriv (by ring)).deriv
  have d4 (t : ℝ) := (((hasDerivAt_id' t).const_mul (3 * (s : ℝ) ^ 2)).fun_add
    ((h3 t).const_mul ((s : ℝ) ^ 3))).fun_mul (hE t)
  have i2 (f : ℝ → ℝ) : iteratedDeriv 2 f = deriv (deriv f) := iteratedDeriv_eq_iterate
  have i4 (f : ℝ → ℝ) : iteratedDeriv 4 f = deriv (deriv (deriv (deriv f))) :=
    iteratedDeriv_eq_iterate
  have k2 := iteratedDeriv_mgf_zero (zero_mem_expSet s) 2
  have k4 := iteratedDeriv_mgf_zero (zero_mem_expSet s) 4
  rw [hm, i2, d1, d2] at k2
  rw [hm, i4, d1, d2, d3, (d4 0).deriv] at k4
  constructor
  · simpa using k2.symm
  · simpa using k4.symm

/-- In the Gaussian average of a binary quartic form, the `u⁴` and `v⁴` terms contribute `3s²` times
their coefficients, the `u²v²` term contributes `s²` times its coefficient, and the odd terms
contribute nothing. -/
theorem average_quartic_form (s : ℝ≥0) (a b c d e : ℝ) :
    thermalAverage s (fun u v => a * (u ^ 4 * v ^ 0) + b * (u ^ 3 * v ^ 1)
      + c * (u ^ 2 * v ^ 2) + d * (u ^ 1 * v ^ 3) + e * (u ^ 0 * v ^ 4))
      = 3 * (s : ℝ) ^ 2 * (a + e) + c * (s : ℝ) ^ 2 := by
  have hp (n : ℕ) : Integrable (fun x : ℝ => x ^ n) (gaussianReal 0 s) :=
    integrable_pow_of_mem_interior_integrableExpSet (zero_mem_expSet s) n
  have hi (m n : ℕ) : Integrable (fun p : ℝ × ℝ => p.1 ^ m * p.2 ^ n)
      ((gaussianReal 0 s).prod (gaussianReal 0 s)) := (hp m).mul_prod (hp n)
  -- independence factorises each monomial
  have hv (m n : ℕ) : ∫ p : ℝ × ℝ, p.1 ^ m * p.2 ^ n
      ∂((gaussianReal 0 s).prod (gaussianReal 0 s))
      = (∫ x, x ^ m ∂(gaussianReal 0 s)) * ∫ x, x ^ n ∂(gaussianReal 0 s) :=
    integral_prod_mul (fun x : ℝ => x ^ m) (fun x : ℝ => x ^ n)
  have m0 : ∫ x : ℝ, x ^ 0 ∂(gaussianReal 0 s) = 1 := by simp
  have m1 : ∫ x : ℝ, x ^ 1 ∂(gaussianReal 0 s) = 0 := by
    simp only [pow_one]
    exact integral_id_gaussianReal
  have h1 := (hi 4 0).const_mul a
  have h2 := (hi 3 1).const_mul b
  have h3 := (hi 2 2).const_mul c
  have h4 := (hi 1 3).const_mul d
  have h5 := (hi 0 4).const_mul e
  unfold thermalAverage
  rw [integral_add, integral_add, integral_add, integral_add]
  · simp only [integral_const_mul, hv]
    rw [m0, m1, (gaussian_moments s).1, (gaussian_moments s).2]
    ring
  exacts [h1, h2, h1.add h2, h3, (h1.add h2).add h3, h4, ((h1.add h2).add h3).add h4, h5]

/-- The average of the diagonal quartic terms depends on the angle `t` of the chosen mode
coordinates as `3s²(3 + cos 4t)/2`. -/
theorem diagonal_average (s : ℝ≥0) (t : ℝ) :
    thermalAverage s (diagonalPart t) = 3 * (s : ℝ) ^ 2 * (3 + Real.cos (4 * t)) / 2 := by
  have h := average_quartic_form s ((3 + Real.cos (4 * t)) / 4) 0 0 0
    ((3 + Real.cos (4 * t)) / 4)
  convert h using 1
  · congr 1
    funext u v
    rw [diagonalPart_eq]
    ring
  · ring

/-- The average of the full quartic potential is `6s²` for every angle. -/
theorem full_average (s : ℝ≥0) (t : ℝ) :
    thermalAverage s (rotated t) = 6 * (s : ℝ) ^ 2 := by
  have h := average_quartic_form s ((3 + Real.cos (4 * t)) / 4) (-Real.sin (4 * t))
    (3 * (1 - Real.cos (4 * t)) / 2) (Real.sin (4 * t)) ((3 + Real.cos (4 * t)) / 4)
  convert h using 1
  · congr 1
    funext u v
    rw [rotated_expansion]
    ring
  · ring

/-- As the angle varies, the diagonal average takes exactly the values from `3s²` to `6s²`. -/
theorem range_diagonal_average (s : ℝ≥0) :
    Set.range (fun t => thermalAverage s (diagonalPart t))
      = Set.Icc (3 * (s : ℝ) ^ 2) (6 * (s : ℝ) ^ 2) := by
  rw [funext (diagonal_average s)]
  ext y
  constructor
  · rintro ⟨t, rfl⟩
    have h1 := mul_nonneg (sq_nonneg (s : ℝ)) (sub_nonneg.2 (Real.cos_le_one (4 * t)))
    have h2 := mul_nonneg (sq_nonneg (s : ℝ)) (sub_nonneg.2 (Real.neg_one_le_cos (4 * t)))
    constructor <;> dsimp only <;> nlinarith
  · intro hy
    -- every intermediate value occurs between the angles 0 and π/4
    have hc : Continuous (fun t : ℝ => 3 * (s : ℝ) ^ 2 * (3 + Real.cos (4 * t)) / 2) := by
      fun_prop
    have h := intermediate_value_Icc' (a := 0) (b := Real.pi / 4) (by positivity)
      hc.continuousOn
    have e : 4 * (Real.pi / 4) = Real.pi := by ring
    simp only [e, mul_zero, Real.cos_pi, Real.cos_zero] at h
    obtain ⟨t, _, ht⟩ := h (show y ∈ Set.Icc _ _ from
      ⟨by linarith [hy.1], by linarith [hy.2]⟩)
    exact ⟨t, ht⟩

/-- For nonzero variance, the diagonal terms reproduce the full average exactly when the angle
is an integer multiple of `π/2`. -/
theorem diagonal_eq_full_iff (s : ℝ≥0) (hs : s ≠ 0) (t : ℝ) :
    thermalAverage s (diagonalPart t) = thermalAverage s (rotated t)
      ↔ ∃ k : ℤ, t = k * (Real.pi / 2) := by
  rw [diagonal_average, full_average]
  constructor
  · intro h
    have hs' : (s : ℝ) ^ 2 ≠ 0 := pow_ne_zero 2 (NNReal.coe_ne_zero.2 hs)
    have h0 : (s : ℝ) ^ 2 * (Real.cos (4 * t) - 1) = 0 := by linarith
    have hc : Real.cos (4 * t) = 1 := sub_eq_zero.1 ((mul_eq_zero.1 h0).resolve_left hs')
    obtain ⟨k, hk⟩ := (Real.cos_eq_one_iff _).1 hc
    exact ⟨k, by linarith⟩
  · rintro ⟨k, rfl⟩
    have hc : Real.cos (4 * (k * (Real.pi / 2))) = 1 :=
      (Real.cos_eq_one_iff _).2 ⟨k, by ring⟩
    rw [hc]
    ring

end

end DegeneratePairAnharmonicity
```

```lean
#print axioms DegeneratePairAnharmonicity.diagonal_average
#print axioms DegeneratePairAnharmonicity.range_diagonal_average
#print axioms DegeneratePairAnharmonicity.diagonal_eq_full_iff
```

```
'DegeneratePairAnharmonicity.diagonal_average' depends on axioms: [propext, Classical.choice, Quot.sound]
'DegeneratePairAnharmonicity.range_diagonal_average' depends on axioms: [propext, Classical.choice, Quot.sound]
'DegeneratePairAnharmonicity.diagonal_eq_full_iff' depends on axioms: [propext, Classical.choice, Quot.sound]
```

## How the definitions represent the pair

`quartic` is the potential in the original coordinates, and `rotated t u v` substitutes the rotation into it. `diagonalPart` adds the potential on the $u$ axis to the potential on the $v$ axis. The theorem `diagonalPart_eq` confirms that this is the $u^4$ and $v^4$ part of the expansion. The coefficients are those of the polynomial itself; a code that stores fourth derivatives holds 24 times the $u^4$ coefficient.

The variance has type `ℝ≥0`, a non-negative real number, so $s=0$ is allowed. `gaussianReal 0 s` is the Gaussian distribution with mean zero and variance `s`, not standard deviation `s`. The product measure in `thermalAverage` expresses independence, and using the same `s` twice expresses the degeneracy.

Four theorems carry the result. `diagonal_average` and `full_average` give the two formulas for every `s` and `t`. `range_diagonal_average` says that the set of diagonal averages over all real angles is the closed interval `Set.Icc` from $3s^2$ to $6s^2$. `diagonal_eq_full_iff` assumes `s ≠ 0` and says that the two averages agree exactly when `t = k * (Real.pi / 2)` for some integer `k`.

## From the expansion to the range

`rotated_expansion` writes $\cos4t$ and $\sin4t$ as polynomials in $\cos t$ and $\sin t$. The two sides then differ by a multiple of $\sin^2t+\cos^2t-1$, and `linear_combination` supplies that multiple.

`average_quartic_form` treats a general form with coefficients $a,b,c,d,e$ for $u^4,u^3v,u^2v^2,uv^3,v^4$. Its local statement `hi` shows that each monomial is integrable, which permits splitting the integral of the sum. `hv` factorises each monomial's average by independence. Inserting the moments leaves $3s^2(a+e)+cs^2$, and the two averages follow by choosing the coefficients.

For the range, the cosine bounds give one inclusion and `intermediate_value_Icc'`, applied between $0$ and $\pi/4$, gives the other. In the last theorem, `Real.cos_eq_one_iff` turns $\cos4t=1$ into the list of angles.

## Moments from derivatives at zero

The Mathlib theorem `iteratedDeriv_mgf_zero` replaces the moment integrals by differentiation: the $n$-th derivative of the moment generating function at zero is the $n$-th moment. It requires zero to be an interior point of the set of parameters for which the exponential is integrable. `zero_mem_expSet` proves this by showing that for a Gaussian the set is the whole real line. The same lemma also provides the integrability of all powers used in `average_quartic_form`.

In `gaussian_moments`, the variable `t` is the argument $\lambda$ of the generating function, not the rotation angle. The steps `d1`, `d2` and `d3` are equalities between functions, since each result must be differentiated again. The fourth derivative is needed only at zero, where `d4 0` is evaluated. `k2` and `k4` then deliver $s$ and $3s^2$.

## What a user may conclude

The theorems guarantee the two averages, the exact range and the angles of agreement for this potential, with exact real numbers and equal Gaussian variances. They say nothing about floating-point error or about whether a particular program implements the definitions correctly.

The Gaussian distribution is an assumption that stands for harmonic thermal motion. Temperature enters only through $s$, and the file does not derive $s$ from a Hamiltonian or let the quartic term alter the distribution. Cubic terms, couplings to other modes and higher orders of perturbation theory are absent. A different quartic potential, for instance one with an $x^2y^2$ term in the original coordinates, has its own diagonal average, so the factor of two should not be carried over to it.
